# Factorization of the Green function through a single connecting site

Two end sites p and q are each coupled to a middle site c with hopping one, and all on-site energies are zero. At energy 2, in units of the hopping, the Green function G solves (2 − H)G = 1, where H is the Hamiltonian and G_ij is the amplitude at site i for a unit source at site j. With the source at q, and then at c, the equation at site p reads

2 G_pq − G_cq = 0

2 G_pc − G_cc = 0

In both cases the amplitude at p is half the amplitude at c. As long as the source is not at p itself, site p feels it only through c, and the ratio of the two amplitudes does not depend on where the source sits.

The problems below replace the end sites by finite sets P and Q. A is a complex matrix over P, Q and c, with A G = 1; since the matrices are square and finite, G is the inverse of A. For transport A = E − H, with E the energy. A block such as A_PQ has its rows in P and its columns in Q, so A_PQ = 0 means that no direct hop leads from Q into P. The block A_QP stays arbitrary.

This applies to non-interacting tight-binding models of molecular junctions in which one orbital joins the two parts. A connecting atom with several coupled orbitals is a different case.

```lean
import Mathlib

open Matrix

namespace CutSiteFactorization

noncomputable section
```

In Lean the set of all sites is a disjoint union, with the one-element type `Unit` for c.

```lean
/-- The sites of a device: a part `P`, a part `Q` and one connecting site. -/
abbrev Site (P Q : Type) := P ⊕ Q ⊕ Unit
```

## (a) Splitting a sum over the sites

**Task.** For a complex function f on the sites, separate the contributions of P, Q and c:

Σ_s f(s) = Σ_p f(p) + Σ_q f(q) + f(c)

**Solution.** Each site s lies in P, lies in Q or is c, and only one of these holds. Grouping the terms accordingly gives the equation. The code writes the three kinds of site as `onP p`, `onQ q` and `cut`.

```lean
local notation "onP" p:max => Sum.inl p
local notation "onQ" q:max => Sum.inr (Sum.inl q)
local notation "cut" => Sum.inr (Sum.inr ())

variable {P Q : Type} [Fintype P] [Fintype Q] [DecidableEq P] [DecidableEq Q]

omit [DecidableEq P] [DecidableEq Q] in
/-- A sum over all sites is the sum over `P`, plus the sum over `Q`, plus the term of the
connecting site. -/
theorem sum_sites (f : Site P Q → ℂ) :
    ∑ s, f s = ∑ p, f (onP p) + ∑ q, f (onQ q) + f cut := by
  simp [Fintype.sum_sum_type, add_assoc]
```

## (b) The equation of motion on P

**Task.** Let A_PQ = 0. Show that for i in P and any site j, with k running over P,

Σ_k A_ik G_kj + A_ic G_cj = δ_ij

**Solution.** The element (i, j) of A G = 1 is Σ_s A_is G_sj = δ_ij. Split the sum by (a). The terms with s in Q contain A_is = 0 and drop out.

In Lean, `hG` is A G = 1, `hA` is the vanishing block, and δ_ij is an element of the unit matrix.

```lean
/-- If `A G = 1` and `A_pq = 0` for all `p` in `P` and `q` in `Q`, the equation of motion of `G` on
a site of `P` involves only `P` and the connecting site. -/
theorem row_equation {A G : Matrix (Site P Q) (Site P Q) ℂ} (hG : A * G = 1)
    (hA : ∀ p q, A (onP p) (onQ q) = 0) (i : P) (j : Site P Q) :
    ∑ k, A (onP i) (onP k) * G (onP k) j + A (onP i) cut * G cut j
      = (1 : Matrix (Site P Q) (Site P Q) ℂ) (onP i) j := by
  rw [← hG, Matrix.mul_apply, sum_sites]
  simp only [hA, zero_mul, Finset.sum_const_zero, add_zero]
```

## (c) When the block on P is singular

**Task.** Let A_PQ = 0 and det A_PP = 0. For A = E − H the second condition says that E is an eigenvalue of the block H_PP. Show that

G_cc = 0 and G_cq = 0 for every q in Q

**Solution.** There is a nonzero row vector y with Σ_i y_i A_ik = 0 for every k in P. Multiply the equation of (b) by y_i and sum over i. The terms with A_ik cancel, which leaves

Σ_i y_i δ_ij = α G_cj, with α = Σ_i y_i A_ic

If α were zero, taking j in P would give y_j = 0 for every j, against the choice of y. So α ≠ 0. For j = c or j in Q the left side is zero, hence G_cj = 0.

In the proof, `key` is the contracted equation and `hα` is α ≠ 0.

```lean
/-- Let `A G = 1` and let `A_pq = 0` for all `p` in `P` and `q` in `Q`. If the block of `A` on `P`
is singular, then `G_cc` and all `G_cq` vanish. -/
theorem cut_row_vanishes {A G : Matrix (Site P Q) (Site P Q) ℂ} (hG : A * G = 1)
    (hA : ∀ p q, A (onP p) (onQ q) = 0)
    (hdet : (Matrix.of fun i k : P => A (onP i) (onP k)).det = 0) :
    G cut cut = 0 ∧ ∀ q, G cut (onQ q) = 0 := by
  obtain ⟨y, hy0, hy⟩ := Matrix.exists_vecMul_eq_zero_iff.mpr hdet
  have hy' : ∀ k, ∑ i, y i * A (onP i) (onP k) = 0 := fun k => congrFun hy k
  -- contract the equations of motion on `P` with the left null vector
  have key : ∀ j, ∑ i, y i * (1 : Matrix (Site P Q) (Site P Q) ℂ) (onP i) j
      = (∑ i, y i * A (onP i) cut) * G cut j := by
    intro j
    calc ∑ i, y i * (1 : Matrix (Site P Q) (Site P Q) ℂ) (onP i) j
        = ∑ i, (∑ k, y i * A (onP i) (onP k) * G (onP k) j
            + y i * A (onP i) cut * G cut j) := by
          refine Finset.sum_congr rfl fun i _ => ?_
          rw [← row_equation hG hA i j]
          simp only [mul_add, Finset.mul_sum, mul_assoc]
      _ = ∑ k, (∑ i, y i * A (onP i) (onP k)) * G (onP k) j
            + (∑ i, y i * A (onP i) cut) * G cut j := by
          rw [Finset.sum_add_distrib, Finset.sum_comm]
          simp only [Finset.sum_mul]
      _ = _ := by simp only [hy', zero_mul, Finset.sum_const_zero, zero_add]
  have hα : ∑ i, y i * A (onP i) cut ≠ 0 := by
    intro h0
    apply hy0
    funext i
    have h := key (onP i)
    rw [h0, zero_mul] at h
    simpa [Matrix.one_apply] using h
  constructor
  · have h := key cut
    have h' : (∑ i, y i * A (onP i) cut) * G cut cut = 0 := by
      rw [← h]; simp
    exact (mul_eq_zero.mp h').resolve_left hα
  · intro q
    have h := key (onQ q)
    have h' : (∑ i, y i * A (onP i) cut) * G cut (onQ q) = 0 := by
      rw [← h]; simp
    exact (mul_eq_zero.mp h').resolve_left hα
```

## (d) Factorization at the connecting site

**Task.** Let A_PQ = 0. Show that for every p in P and q in Q

G_pq G_cc = G_pc G_cq

**Solution.** If det A_PP = 0, both sides vanish by (c). Otherwise take (b) with j = q and with j = c:

Σ_k A_ik G_kq + A_ic G_cq = 0

Σ_k A_ik G_kc + A_ic G_cc = 0

Multiply the first by G_cc and the second by G_cq, and subtract. The terms with A_ic cancel:

Σ_k A_ik (G_kq G_cc − G_kc G_cq) = 0

A regular A_PP has no nonzero null vector, so the bracket vanishes for every k in P.

For G_cc ≠ 0 one may divide: G_pq is the amplitude from q to c times that from c to p, divided by G_cc. For G_cc = 0 the equation puts no condition on G_pq. The Lean proof makes the same case distinction with `by_cases`, and its `linear_combination` is the subtraction.

```lean
/-- Cut-site factorization: if `A G = 1` and `A_pq = 0` for all `p` in `P` and `q` in `Q`, then
`G_pq G_cc = G_pc G_cq` for every `p` in `P` and `q` in `Q`. -/
theorem cut_site_factorization {A G : Matrix (Site P Q) (Site P Q) ℂ} (hG : A * G = 1)
    (hA : ∀ p q, A (onP p) (onQ q) = 0) (p : P) (q : Q) :
    G (onP p) (onQ q) * G cut cut = G (onP p) cut * G cut (onQ q) := by
  by_cases hdet : (Matrix.of fun i k : P => A (onP i) (onP k)).det = 0
  · -- singular block: both sides vanish
    obtain ⟨hc, hq⟩ := cut_row_vanishes hG hA hdet
    rw [hc, hq q, mul_zero, mul_zero]
  · -- regular block: the difference of the two sides is a null vector of the block
    have hv := Matrix.eq_zero_of_mulVec_eq_zero hdet
      (v := fun k => G (onP k) (onQ q) * G cut cut - G (onP k) cut * G cut (onQ q)) (by
        funext i
        have h1 := row_equation hG hA i (onQ q)
        have h2 := row_equation hG hA i cut
        rw [Matrix.one_apply_ne (by simp)] at h1 h2
        show ∑ k, A (onP i) (onP k) *
          (G (onP k) (onQ q) * G cut cut - G (onP k) cut * G cut (onQ q)) = 0
        calc _ = (∑ k, A (onP i) (onP k) * G (onP k) (onQ q)) * G cut cut
              - (∑ k, A (onP i) (onP k) * G (onP k) cut) * G cut (onQ q) := by
              simp only [Finset.sum_mul, ← Finset.sum_sub_distrib]
              exact Finset.sum_congr rfl fun k _ => by ring
          _ = 0 := by linear_combination G cut cut * h1 - G cut (onQ q) * h2)
    exact sub_eq_zero.mp (congrFun hv p)
```

## (e) From factorization back to the coupling

**Task.** Let G_cc ≠ 0, and let the equation of (d) hold for all p and q. Show that no direct hop leads from Q into P:

A_pq = 0 for every p in P and q in Q

**Solution.** For square matrices A G = 1 implies G A = 1. Put r_i = G_ic / G_cc for i in P, and subtract r_i times row c of G A = 1 from row i:

Σ_s (G_is − r_i G_cs) A_sj = δ_ij − r_i δ_cj

The bracket vanishes for s = c by the choice of r_i, and for s in Q by the assumed factorization. Only s = k in P remains, with K_ik = G_ik − r_i G_ck. Taking j in P, and then j in Q, gives

K A_PP = 1 and K A_PQ = 0

The first equation also gives A_PP K = 1, so A_PQ = A_PP K A_PQ = 0.

The code calls A_PP `B` and A_PQ `C`; `hKB` and `hKC` are the two equations for K.

```lean
/-- Converse: if `A G = 1`, `G_cc ≠ 0` and `G_pq G_cc = G_pc G_cq` for all `p` in `P` and `q` in
`Q`, then `A_pq = 0` for all these `p` and `q`. -/
theorem no_direct_coupling_of_factorization {A G : Matrix (Site P Q) (Site P Q) ℂ}
    (hG : A * G = 1) (hc : G cut cut ≠ 0)
    (hf : ∀ p q, G (onP p) (onQ q) * G cut cut = G (onP p) cut * G cut (onQ q))
    (p : P) (q : Q) : A (onP p) (onQ q) = 0 := by
  have hGA : G * A = 1 := mul_eq_one_comm.mp hG
  -- `K` is the Green function on `P` after the connecting site is removed
  let K : Matrix P P ℂ := fun i k => G (onP i) (onP k) - G (onP i) cut / G cut cut * G cut (onP k)
  let B : Matrix P P ℂ := fun i k => A (onP i) (onP k)
  let C : Matrix P Q ℂ := fun i k => A (onP i) (onQ k)
  have hK : ∀ (i : P) (j : Site P Q), ∑ k, K i k * A (onP k) j
      = (1 : Matrix (Site P Q) (Site P Q) ℂ) (onP i) j
        - G (onP i) cut / G cut cut * (1 : Matrix (Site P Q) (Site P Q) ℂ) cut j := by
    intro i j
    have hr : G (onP i) cut / G cut cut * G cut cut = G (onP i) cut := div_mul_cancel₀ _ hc
    have hQ : ∀ k, G (onP i) (onQ k) - G (onP i) cut / G cut cut * G cut (onQ k) = 0 := by
      intro k
      apply mul_right_cancel₀ hc
      linear_combination hf i k - G cut (onQ k) * hr
    have e : ∑ s, (G (onP i) s - G (onP i) cut / G cut cut * G cut s) * A s j
        = (1 : Matrix (Site P Q) (Site P Q) ℂ) (onP i) j
          - G (onP i) cut / G cut cut * (1 : Matrix (Site P Q) (Site P Q) ℂ) cut j := by
      rw [← hGA, Matrix.mul_apply, Matrix.mul_apply, Finset.mul_sum, ← Finset.sum_sub_distrib]
      exact Finset.sum_congr rfl fun s _ => by ring
    rw [sum_sites] at e
    simp only [hQ, hr, sub_self, zero_mul, Finset.sum_const_zero, add_zero] at e
    exact e
  have hKB : K * B = 1 := by
    ext i j
    exact (hK i (onP j)).trans (by simp [Matrix.one_apply])
  have hKC : K * C = 0 := by
    ext i j
    exact (hK i (onQ j)).trans (by simp)
  have hBK : B * K = 1 := mul_eq_one_comm.mp hKB
  have hC : C = 0 := by
    calc C = B * K * C := by rw [hBK, Matrix.one_mul]
      _ = 0 := by rw [Matrix.mul_assoc, hKC, Matrix.mul_zero]
  exact congrFun (congrFun hC p) q
```

A neighbouring result comes from the subtraction in (d) with a source p′ in P instead of q. If A_PQ = 0, then

Σ_k A_ik (G_kp′ G_cc − G_kc G_cp′) = G_cc δ_ip′

For G_cc ≠ 0, K is therefore the Green function of P on its own. This identity is derived here in prose and has no theorem in the code.

## (f) The transmission

**Task.** Let A = E − H with H_PQ = 0, and let one lead couple to P and another to Q, with broadening matrices Γ_L and Γ_R. The transmission is T = Tr(Γ_L G_PQ Γ_R G_PQ†). With the column u_p = G_pc and the row w_q = G_cq, show that

T |G_cc|² = (u† Γ_L u)(w Γ_R w†)

**Solution.** By (d), the matrix N = G_cc G_PQ equals u w and has rank at most one. Moving |G_cc|² into the trace and using its cyclic property gives

T |G_cc|² = Tr(Γ_L N Γ_R N†) = Tr(Γ_L u w Γ_R w† u†) = (u† Γ_L u)(w Γ_R w†)

Each factor contains the broadening matrix of one lead only, but u and w are elements of the full G and so in general depend on the whole device, including the self-energies of both leads.

For T to be the physical transmission, G must be the retarded Green function, with the self-energies of the leads at energy E included in H. The theorem allows this, since H may be non-Hermitian, provided that the self-energies add no elements to H_PQ. Apart from H_PQ = 0 and the existence of G, the theorem takes H, Γ_L and Γ_R as arbitrary matrices; obtaining them from real leads is a separate step. Two definitions fix the block and the transmission.

```lean
/-- The block of `G` with rows in `P` and columns in `Q`. -/
def blockPQ (G : Matrix (Site P Q) (Site P Q) ℂ) : Matrix P Q ℂ :=
  fun p q => G (onP p) (onQ q)

/-- The trace `Tr(Γ_L G_PQ Γ_R G_PQ†)`. It is the transmission between a lead coupled to `P` and a
lead coupled to `Q` if `ΓL` and `ΓR` are their broadening matrices and `G` is the retarded Green
function with the self-energies of the leads included. -/
def transmission (ΓL : Matrix P P ℂ) (ΓR : Matrix Q Q ℂ)
    (G : Matrix (Site P Q) (Site P Q) ℂ) : ℂ :=
  (ΓL * blockPQ G * ΓR * (blockPQ G)ᴴ).trace
```

In the theorem, |G_cc|² appears as `G cut cut * star (G cut cut)`. The step `hN` is N = u w, `hT` moves the prefactor into the trace, and the rest splits the double sum.

```lean
/-- Let `G` be the Green function at energy `E` of an effective Hamiltonian `H` with `H_pq = 0` for
all `p` in `P` and `q` in `Q`. Then `transmission ΓL ΓR G` times `|G_cc|²` equals
`(u† ΓL u) (w ΓR w†)`, with `u_p = G_pc` and `w_q = G_cq`. -/
theorem transmission_factorizes {H G : Matrix (Site P Q) (Site P Q) ℂ} {E : ℂ}
    (hG : (E • 1 - H) * G = 1) (hH : ∀ p q, H (onP p) (onQ q) = 0)
    (ΓL : Matrix P P ℂ) (ΓR : Matrix Q Q ℂ) :
    transmission ΓL ΓR G * (G cut cut * star (G cut cut))
      = (star (fun p => G (onP p) cut) ⬝ᵥ (ΓL *ᵥ fun p => G (onP p) cut))
        * (((fun q => G cut (onQ q)) ᵥ* ΓR) ⬝ᵥ star (fun q => G cut (onQ q))) := by
  have hN : ∀ j k, (G cut cut • blockPQ G) j k = G (onP j) cut * G cut (onQ k) := by
    intro j k
    have h := cut_site_factorization hG (fun p q => by simp [hH]) j k
    show G cut cut * G (onP j) (onQ k) = _
    linear_combination h
  have hT : transmission ΓL ΓR G * (G cut cut * star (G cut cut))
      = (ΓL * (G cut cut • blockPQ G) * ΓR * (G cut cut • blockPQ G)ᴴ).trace := by
    simp only [transmission, Matrix.conjTranspose_smul, Matrix.mul_smul, Matrix.smul_mul,
      Matrix.trace_smul, smul_eq_mul]
    ring
  rw [hT]
  generalize G cut cut • blockPQ G = N at hN ⊢
  -- the rescaled block has rank at most one, so the trace splits
  have h1 : ∀ i l, (ΓL * N * ΓR) i l
      = (ΓL *ᵥ fun p => G (onP p) cut) i * ((fun q => G cut (onQ q)) ᵥ* ΓR) l := by
    intro i l
    simp only [Matrix.mul_apply, Matrix.mulVec, Matrix.vecMul, dotProduct, hN]
    rw [Finset.mul_sum]
    refine Finset.sum_congr rfl fun k _ => ?_
    simp only [Finset.sum_mul]
    exact Finset.sum_congr rfl fun j _ => by ring
  show ∑ i, ∑ l, (ΓL * N * ΓR) i l * star (N i l)
    = (∑ i, star (G (onP i) cut) * (ΓL *ᵥ fun p => G (onP p) cut) i)
      * ∑ l, ((fun q => G cut (onQ q)) ᵥ* ΓR) l * star (G cut (onQ l))
  rw [Finset.sum_mul_sum]
  refine Finset.sum_congr rfl fun i _ => Finset.sum_congr rfl fun l _ => ?_
  rw [h1, hN, star_mul']
  ring
```

## (g) The three-site chain in numbers

**Task.** For the chain of the opening, find G at energy 2. With rows and columns in the order p, q, c, show that

G = [3/4, 1/4, 1/2; 1/4, 3/4, 1/2; 1/2, 1/2, 1]

**Solution.** With the source at c, the end sites give G_pc = G_qc = G_cc/2. The middle site gives 2 G_cc − G_pc − G_qc = 1, so G_cc = 1 and G_pc = G_qc = 1/2.

With the source at q, write x = G_cq. The end sites give G_pq = x/2 and G_qq = (1 + x)/2. The middle site gives 2x = G_pq + G_qq = x + 1/2, so x = 1/2, G_pq = 1/4 and G_qq = 3/4. The column for a source at p follows by exchanging the ends.

The equation of (d) becomes 1/4 · 1 = 1/2 · 1/2.

The code enters H and G element by element.

```lean
/-- Three-site chain: two end sites, each coupled to the middle site with hopping one. -/
def chainH : Matrix (Site Unit Unit) (Site Unit Unit) ℂ := Matrix.of fun
  | onP _, onP _ => 0
  | onP _, onQ _ => 0
  | onP _, cut => 1
  | onQ _, onP _ => 0
  | onQ _, onQ _ => 0
  | onQ _, cut => 1
  | cut, onP _ => 1
  | cut, onQ _ => 1
  | cut, cut => 0

/-- An explicit matrix of propagation amplitudes on the three-site chain. -/
def chainG : Matrix (Site Unit Unit) (Site Unit Unit) ℂ := Matrix.of fun
  | onP _, onP _ => 3 / 4
  | onP _, onQ _ => 1 / 4
  | onP _, cut => 1 / 2
  | onQ _, onP _ => 1 / 4
  | onQ _, onQ _ => 3 / 4
  | onQ _, cut => 1 / 2
  | cut, onP _ => 1 / 2
  | cut, onQ _ => 1 / 2
  | cut, cut => 1
```

The theorem then verifies (2 − H)G = 1 for all nine elements, together with H_pq = 0, G_pq ≠ 0 and G_cc ≠ 0. The factorization thus equates two nonzero numbers here.

```lean
/-- `chainG` is the Green function of the three-site chain at energy 2; the element `H_pq` of the
chain is zero, and both `G_pq` and `G_cc` are nonzero. -/
theorem chain_witness :
    ((2 : ℂ) • 1 - chainH) * chainG = 1 ∧ (∀ p q, chainH (onP p) (onQ q) = 0) ∧
      chainG (onP ()) (onQ ()) ≠ 0 ∧ chainG cut cut ≠ 0 := by
  refine ⟨?_, fun _ _ => rfl, by simp [chainG], by simp [chainG]⟩
  ext i j
  rw [Matrix.mul_apply, sum_sites]
  rcases i with ⟨⟩ | ⟨⟩ | ⟨⟩ <;> rcases j with ⟨⟩ | ⟨⟩ | ⟨⟩ <;>
    simp [chainH, chainG] <;> norm_num

end

end CutSiteFactorization
```

```lean
#print axioms CutSiteFactorization.cut_site_factorization
#print axioms CutSiteFactorization.no_direct_coupling_of_factorization
#print axioms CutSiteFactorization.transmission_factorizes
```

```
'CutSiteFactorization.cut_site_factorization' depends on axioms: [propext, Classical.choice, Quot.sound]
'CutSiteFactorization.no_direct_coupling_of_factorization' depends on axioms: [propext, Classical.choice, Quot.sound]
'CutSiteFactorization.transmission_factorizes' depends on axioms: [propext, Classical.choice, Quot.sound]
```
